# Conservation of $c^*Sc$ in a moving basis under $iSc'=(H-iD)c$ with Hermitian $H$

Take a single basis vector $\chi(t)$ that may change its length and phase, and write the state as $\Psi=c\,\chi$. Put $S=\langle\chi,\chi\rangle$ and $D=\langle\chi,\chi'\rangle$, let $h$ be a real number, and let the coefficient obey $iSc'=(h-iD)c$, that is, $Sc'=-ihc-Dc$. Since $S'=2\,\mathrm{Re}\,D$,

$$\frac{d}{dt}\bigl(\bar c\,S\,c\bigr)=2\,\mathrm{Re}(\bar c\,Sc')+|c|^2S'=-2|c|^2\,\mathrm{Re}\,D+2|c|^2\,\mathrm{Re}\,D=0 .$$

The term with $h$ is purely imaginary and drops out of the real part. The term with $D$ makes the coefficient shrink exactly as fast as the basis vector grows.

## Several basis vectors, by hand

Let $\chi_k(t)$ be finitely many differentiable vectors in a complex inner-product space, with the inner product conjugate-linear in its first slot. They may be non-orthogonal or even linearly dependent. Define

$$S_{jk}=\langle\chi_j,\chi_k\rangle,\qquad D_{jk}=\langle\chi_j,\chi_k'\rangle ,$$

and let $b$ and $c$ both solve $iSc'=(H-iD)c$ with the same matrix $H(t)$, in units with $\hbar=1$. The claim is that $b^*Sc$ is constant if $H$ is Hermitian at all times. The case $b=c$ is conservation of $c^*Sc$.

Write $\Phi=\sum_j b_j\chi_j$ and $\Psi=\sum_k c_k\chi_k$. Expanding the inner product gives

$$\langle\Phi,\Psi\rangle=\sum_{j,k}\bar b_j\,S_{jk}\,c_k=b^*Sc ,$$

so $c^*Sc$ is the squared norm of $\Psi$. By the product rule,

$$\Psi'=\sum_k c_k'\chi_k+\sum_k c_k\chi_k',\qquad \langle\chi_j,\Psi'\rangle=(Sc'+Dc)_j=-i(Hc)_j ,$$

where the last step is the equation of motion. Multiplying by $\bar b_j$ and summing gives $\langle\Phi,\Psi'\rangle=-i\,b^*Hc$. Exchanging the two solutions and taking the complex conjugate gives $\langle\Phi',\Psi\rangle=i\,b^*H^\dagger c$. Hence, for any matrix $H$,

$$\frac{d}{dt}\,b^*Sc=i\,b^*(H^\dagger-H)c ,$$

which vanishes for Hermitian $H$.

The equation of motion is a projected Schrödinger equation. If $H_{jk}=\langle\chi_j,A\chi_k\rangle$ for a linear operator $A$, then

$$\langle\chi_j,\,i\Psi'-A\Psi\rangle=(iSc'+iDc-Hc)_j ,$$

so the matrix equation says that the residual is orthogonal to every basis vector.

If $H$ is Hermitian but $D$ is left out, the equation $iSc'=Hc$ is the full equation for the matrix $H+iD$. This matrix is in general not Hermitian, and the rate formula gives

$$\frac{d}{dt}\,c^*Sc=i\,c^*(-iD^\dagger-iD)c=c^*(D+D^\dagger)c .$$

## States, overlaps and the equation of motion in Lean

The basis is indexed by a finite type `ι`, and the vectors live in `E`, a complex inner-product space that need not be complete or finite-dimensional.

```lean
import Mathlib

open Matrix

namespace MovingBasis

noncomputable section

variable {ι E : Type*} [Fintype ι] [NormedAddCommGroup E] [InnerProductSpace ℂ E]
```

One definition supplies both matrices: $S$ is `overlap χ χ`, and $D$ is the overlap of the basis with its velocities.

```lean
/-- The matrix of inner products `⟨u_j, v_k⟩` between two families of vectors. -/
def overlap (u v : ι → E) : Matrix ι ι ℂ := Matrix.of fun j k => inner ℂ (u j) (v k)
```

The state belonging to a list of coefficients is their linear combination.

```lean
/-- The state `∑ c_k u_k` with coefficients `c` in the family `u`. -/
def wave (c : ι → ℂ) (u : ι → E) : E := ∑ k, c k • u k
```

The equation of motion is a relation between data at one instant: vectors `u`, velocities `v`, a matrix `H`, coefficients `c` and their rates `c'`. Since $S$ is never inverted, linearly dependent vectors are allowed. That solutions exist is an assumption of the theorems below.

```lean
/-- The equation of motion `i S c' = (H - i D) c` at one instant, for basis vectors `u` with
velocities `v`, where `S = ⟨u_j, u_k⟩` and `D = ⟨u_j, v_k⟩`. -/
def MovingBasisEq (u v : ι → E) (H : Matrix ι ι ℂ) (c c' : ι → ℂ) : Prop :=
  Complex.I • (overlap u u *ᵥ c') = (H - Complex.I • overlap u v) *ᵥ c
```

## From inner products to matrix elements

The next two lemmas expand inner products of states. The first gives $\langle u_j,\sum_k c_kv_k\rangle$ as a component of a matrix-vector product. The second adds the sum on the left, where the coefficients come out conjugated; `star b ⬝ᵥ M *ᵥ c` is Lean's form of $b^*Mc$.

```lean
/-- The inner product of a basis vector with a state is a component of the overlap matrix
applied to the coefficients. -/
theorem inner_basis_wave (u v : ι → E) (c : ι → ℂ) (j : ι) :
    inner ℂ (u j) (wave c v) = (overlap u v *ᵥ c) j := by
  simp only [wave, overlap, Matrix.mulVec, dotProduct, Matrix.of_apply, inner_sum,
    inner_smul_right]
  exact Finset.sum_congr rfl fun k _ => mul_comm _ _

/-- The inner product of two states is the overlap matrix taken between their coefficients. -/
theorem inner_wave (u v : ι → E) (b c : ι → ℂ) :
    inner ℂ (wave b u) (wave c v) = star b ⬝ᵥ overlap u v *ᵥ c := by
  rw [wave, sum_inner]
  simp only [inner_smul_left, inner_basis_wave, dotProduct, Pi.star_apply, starRingEnd_apply]
```

The product rule for $\Psi'$ is applied to each term $c_k\chi_k$ and then summed. It needs differentiability only at the time `t` in question.

```lean
/-- The velocity of a state has one part from the changing coefficients and one from the
moving basis vectors, all of them differentiable at time `t`. -/
theorem hasDerivAt_wave {χ : ℝ → ι → E} {v : ι → E} {c : ℝ → ι → ℂ} {c' : ι → ℂ} {t : ℝ}
    (hχ : ∀ k, HasDerivAt (fun s => χ s k) (v k) t)
    (hc : ∀ k, HasDerivAt (fun s => c s k) (c' k) t) :
    HasDerivAt (fun s => wave (c s) (χ s)) (wave c' (χ t) + wave (c t) v) t := by
  have h : ∀ k, HasDerivAt (fun s => c s k • χ s k) (c t k • v k + c' k • χ t k) t :=
    fun k => (hc k).smul (hχ k)
  have h2 := HasDerivAt.fun_sum (u := Finset.univ) (fun k _ => h k)
  rw [Finset.sum_add_distrib, add_comm] at h2
  exact h2
```

The link to the Schrödinger equation is an equivalence, proved component by component. Here `A` is a linear map defined on all of `E`, and it need not be symmetric. The conservation laws do not use this theorem: they accept any Hermitian matrix, wherever it comes from.

```lean
/-- For a linear Hamiltonian operator `A` with matrix `⟨u_j, A u_k⟩`, the equation of motion
holds exactly when the residual `i Ψ' - A Ψ` of the Schrödinger equation is orthogonal to
every basis vector. -/
theorem movingBasisEq_iff_residual (A : E →ₗ[ℂ] E) (u v : ι → E) (c c' : ι → ℂ) :
    MovingBasisEq u v (overlap u fun k => A (u k)) c c' ↔
      ∀ j, inner ℂ (u j) (Complex.I • (wave c' u + wave c v) - A (wave c u)) = 0 := by
  have hA : A (wave c u) = wave c fun k => A (u k) := by
    simp only [wave, map_sum, map_smul]
  rw [MovingBasisEq, funext_iff]
  refine forall_congr' fun j => ?_
  rw [hA, inner_sub_right, inner_smul_right, inner_add_right, inner_basis_wave,
    inner_basis_wave, inner_basis_wave, Matrix.sub_mulVec, Matrix.smul_mulVec]
  simp only [Pi.smul_apply, Pi.sub_apply, smul_eq_mul]
  constructor <;> intro h <;> linear_combination h
```

## The rate of change of $b^*Sc$

The identity $\langle\Phi,\Psi'\rangle=-i\,b^*Hc$ comes from the intermediate statement `key`, which is $Sc'+Dc=-iHc$. It is obtained by multiplying the equation of motion by $-i$ and using $i^2=-1$.

```lean
/-- Under the equation of motion, the velocity of the state projected on any state in the
span of the basis is `-i` times the Hamiltonian matrix element. -/
theorem inner_velocity {u v : ι → E} {H : Matrix ι ι ℂ} {c c' : ι → ℂ}
    (h : MovingBasisEq u v H c c') (b : ι → ℂ) :
    inner ℂ (wave b u) (wave c' u + wave c v) = -Complex.I * (star b ⬝ᵥ H *ᵥ c) := by
  have key : overlap u u *ᵥ c' + overlap u v *ᵥ c = (-Complex.I) • (H *ᵥ c) := by
    funext j
    have hj := congrFun h j
    rw [Matrix.sub_mulVec, Matrix.smul_mulVec] at hj
    simp only [Pi.smul_apply, Pi.sub_apply, Pi.add_apply, smul_eq_mul] at hj ⊢
    linear_combination (-Complex.I) * hj +
      ((overlap u u *ᵥ c') j + (overlap u v *ᵥ c) j) * Complex.I_sq
  rw [inner_add_right, inner_wave, inner_wave, ← dotProduct_add, key, dotProduct_smul,
    smul_eq_mul]
```

The conjugation step needs $\overline{c^*Hb}=b^*H^\dagger c$, which follows by exchanging the two sums.

```lean
/-- Complex conjugation of a matrix element exchanges the two states and takes the adjoint
of the matrix. -/
theorem star_matrixElement (H : Matrix ι ι ℂ) (b c : ι → ℂ) :
    star (star c ⬝ᵥ H *ᵥ b) = star b ⬝ᵥ Hᴴ *ᵥ c := by
  simp only [dotProduct, Matrix.mulVec, Pi.star_apply, star_sum, star_mul', star_star,
    Finset.mul_sum, Matrix.conjTranspose_apply]
  rw [Finset.sum_comm]
  exact Finset.sum_congr rfl fun j _ => Finset.sum_congr rfl fun k _ => by ring
```

The rate formula now follows as it did by hand. The derivative of an inner product has two terms: `inner_velocity` evaluates the one with the velocity on the right, and `e2` evaluates the other by conjugation.

```lean
/-- For any matrix `H`, Hermitian or not, two solutions of the equation of motion satisfy
`d/dt (b* S c) = i b* (H† - H) c`. -/
theorem hasDerivAt_overlap {χ : ℝ → ι → E} {v : ι → E} {H : Matrix ι ι ℂ}
    {b c : ℝ → ι → ℂ} {b' c' : ι → ℂ} {t : ℝ}
    (hχ : ∀ k, HasDerivAt (fun s => χ s k) (v k) t)
    (hb : ∀ k, HasDerivAt (fun s => b s k) (b' k) t)
    (hc : ∀ k, HasDerivAt (fun s => c s k) (c' k) t)
    (eb : MovingBasisEq (χ t) v H (b t) b') (ec : MovingBasisEq (χ t) v H (c t) c') :
    HasDerivAt (fun s => star (b s) ⬝ᵥ overlap (χ s) (χ s) *ᵥ c s)
      (Complex.I * (star (b t) ⬝ᵥ (Hᴴ - H) *ᵥ c t)) t := by
  have h := (hasDerivAt_wave hχ hb).inner ℂ (hasDerivAt_wave hχ hc)
  -- the velocity in the left slot is the conjugate of one in the right slot
  have e2 : inner ℂ (wave b' (χ t) + wave (b t) v) (wave (c t) (χ t)) =
      Complex.I * (star (b t) ⬝ᵥ Hᴴ *ᵥ c t) := by
    rw [← inner_conj_symm, inner_velocity eb (c t), map_mul, map_neg, Complex.conj_I,
      neg_neg, starRingEnd_apply, star_matrixElement]
  rw [inner_velocity ec (b t), e2] at h
  simp only [inner_wave] at h
  refine h.congr_deriv ?_
  rw [Matrix.sub_mulVec, dotProduct_sub]
  ring
```

## Conserved overlaps and norms

For the conservation law, the hypotheses are required at every real time. Hermiticity makes the derivative zero everywhere, and a function on the real line with zero derivative is constant.

```lean
/-- In a moving non-orthogonal basis with Hermitian `H(t)`, the inner product `b* S c` of two
solutions of the equation of motion is the same at all times. -/
theorem overlap_conserved {χ v : ℝ → ι → E} {H : ℝ → Matrix ι ι ℂ} {b c b' c' : ℝ → ι → ℂ}
    (hχ : ∀ t k, HasDerivAt (fun s => χ s k) (v t k) t)
    (hb : ∀ t k, HasDerivAt (fun s => b s k) (b' t k) t)
    (hc : ∀ t k, HasDerivAt (fun s => c s k) (c' t k) t)
    (hH : ∀ t, (H t).IsHermitian)
    (eb : ∀ t, MovingBasisEq (χ t) (v t) (H t) (b t) (b' t))
    (ec : ∀ t, MovingBasisEq (χ t) (v t) (H t) (c t) (c' t)) (t₁ t₂ : ℝ) :
    star (b t₁) ⬝ᵥ overlap (χ t₁) (χ t₁) *ᵥ c t₁ =
      star (b t₂) ⬝ᵥ overlap (χ t₂) (χ t₂) *ᵥ c t₂ := by
  have h : ∀ t, HasDerivAt (fun s => star (b s) ⬝ᵥ overlap (χ s) (χ s) *ᵥ c s) 0 t := by
    intro t
    refine (hasDerivAt_overlap (hχ t) (hb t) (hc t) (eb t) (ec t)).congr_deriv ?_
    rw [(hH t).eq, sub_self, Matrix.zero_mulVec, dotProduct_zero, mul_zero]
  exact is_const_of_deriv_eq_zero (fun t => (h t).differentiableAt) (fun t => (h t).deriv) t₁ t₂
```

Setting both solutions equal gives the norm.

```lean
/-- In a moving non-orthogonal basis with Hermitian `H(t)`, the quantity `c* S c` of a solution
of the equation of motion is the same at all times. -/
theorem norm_conserved {χ v : ℝ → ι → E} {H : ℝ → Matrix ι ι ℂ} {c c' : ℝ → ι → ℂ}
    (hχ : ∀ t k, HasDerivAt (fun s => χ s k) (v t k) t)
    (hc : ∀ t k, HasDerivAt (fun s => c s k) (c' t k) t)
    (hH : ∀ t, (H t).IsHermitian)
    (ec : ∀ t, MovingBasisEq (χ t) (v t) (H t) (c t) (c' t)) (t₁ t₂ : ℝ) :
    star (c t₁) ⬝ᵥ overlap (χ t₁) (χ t₁) *ᵥ c t₁ =
      star (c t₂) ⬝ᵥ overlap (χ t₂) (χ t₂) *ᵥ c t₂ :=
  overlap_conserved hχ hc hc hH ec ec t₁ t₂
```

In real-time mean-field simulations with finitely many basis functions attached to moving nuclei, `overlap_conserved` means that orbitals propagated in continuous time by the full equation of motion, with $D$ included and one common Hermitian Fock matrix as $H$, stay orthonormal if they start so. The matrix may depend on the orbitals themselves, because only its values along the trajectory enter. The error of a finite time step is a separate matter.

The drift without $D$ is proved by the substitution used above: `e` reads the truncated equation as the full one for $H+iD$, and `hM` computes the adjoint of that matrix minus the matrix itself, which is $-i(D+D^\dagger)$.

```lean
/-- If the coupling `D` is left out and `i S c' = H c` is solved with Hermitian `H`, then
`c* S c` changes at the rate `c* (D + D†) c`. -/
theorem drift_without_coupling {χ : ℝ → ι → E} {v : ι → E} {H : Matrix ι ι ℂ}
    {c : ℝ → ι → ℂ} {c' : ι → ℂ} {t : ℝ}
    (hχ : ∀ k, HasDerivAt (fun s => χ s k) (v k) t)
    (hc : ∀ k, HasDerivAt (fun s => c s k) (c' k) t) (hH : H.IsHermitian)
    (ec : Complex.I • (overlap (χ t) (χ t) *ᵥ c') = H *ᵥ c t) :
    HasDerivAt (fun s => star (c s) ⬝ᵥ overlap (χ s) (χ s) *ᵥ c s)
      (star (c t) ⬝ᵥ (overlap (χ t) v + (overlap (χ t) v)ᴴ) *ᵥ c t) t := by
  -- the truncated equation is the full one for the non-Hermitian matrix `H + i D`
  have e : MovingBasisEq (χ t) v (H + Complex.I • overlap (χ t) v) (c t) c' := by
    rw [MovingBasisEq, add_sub_cancel_right]
    exact ec
  refine (hasDerivAt_overlap hχ hc hc e e).congr_deriv ?_
  have hM : (H + Complex.I • overlap (χ t) v)ᴴ - (H + Complex.I • overlap (χ t) v) =
      (-Complex.I) • (overlap (χ t) v + (overlap (χ t) v)ᴴ) := by
    rw [Matrix.conjTranspose_add, Matrix.conjTranspose_smul, hH.eq, ← starRingEnd_apply,
      Complex.conj_I]
    module
  rw [hM, Matrix.smul_mulVec, dotProduct_smul, smul_eq_mul, ← mul_assoc, mul_neg,
    Complex.I_mul_I, neg_neg, one_mul]
```

## A shearing basis of $\mathbb C^2$

A concrete solution shows that the hypotheses can be met by a basis that really moves and is orthogonal only at time zero. Its vectors are $\chi_0=(1,0)$ and $\chi_1=(s,1)$ at time $s$.

```lean
/-- A shearing basis of `ℂ²`: the fixed vector `(1, 0)` and the moving vector `(s, 1)`. -/
def shearBasis (s : ℝ) : Fin 2 → EuclideanSpace ℂ (Fin 2) :=
  ![!₂[1, 0], (s : ℂ) • !₂[1, 0] + !₂[0, 1]]
```

At time $t$ the matrices are

$$S=\begin{pmatrix}1&t\\t&t^2+1\end{pmatrix},\qquad D=\begin{pmatrix}0&1\\0&t\end{pmatrix},\qquad H=\begin{pmatrix}1&t\\t&t^2\end{pmatrix}.$$

Here $H$ is the matrix of the projector onto $(1,0)$. The coefficients $c=(-t,1)$ describe the state $-t\,\chi_0+\chi_1=(0,1)$, which is normalised, does not move and has energy zero. The coefficients change only to compensate for the motion of the basis. In the equation of motion $Hc=0$, while $Sc'=(-1,-t)$ and $Dc=(1,t)$ cancel. The proof checks the derivatives, the Hermiticity and this cancellation entry by entry.

```lean
/-- The shearing basis, the Hermitian matrix with rows `(1, t)` and `(t, t²)`, and the
coefficients `(-t, 1)` satisfy all hypotheses of the conservation law at every time `t`. -/
theorem shearBasis_witness (t : ℝ) :
    (∀ k, HasDerivAt (fun s => shearBasis s k)
      ((![0, !₂[1, 0]] : Fin 2 → EuclideanSpace ℂ (Fin 2)) k) t) ∧
    (∀ k, HasDerivAt (fun s : ℝ => (![-(s : ℂ), 1] : Fin 2 → ℂ) k)
      ((![-1, 0] : Fin 2 → ℂ) k) t) ∧
    (!![1, (t : ℂ); (t : ℂ), (t : ℂ) ^ 2]).IsHermitian ∧
    MovingBasisEq (shearBasis t) ![0, !₂[1, 0]] !![1, (t : ℂ); (t : ℂ), (t : ℂ) ^ 2]
      ![-(t : ℂ), 1] ![-1, 0] := by
  have ht : HasDerivAt (fun s : ℝ => (s : ℂ)) 1 t := by
    simpa using (hasDerivAt_id t).ofReal_comp
  refine ⟨fun k => ?_, fun k => ?_, ?_, ?_⟩
  · fin_cases k
    · exact hasDerivAt_const t _
    · have h := (ht.smul_const (!₂[1, 0] : EuclideanSpace ℂ (Fin 2))).add_const !₂[0, 1]
      rw [one_smul] at h
      exact h
  · fin_cases k
    · exact ht.fun_neg
    · exact hasDerivAt_const t _
  · ext i j
    fin_cases i <;> fin_cases j <;> simp [Matrix.conjTranspose_apply]
  · -- the overlap matrix `S` and the coupling matrix `D` of the shearing basis
    have hS : overlap (shearBasis t) (shearBasis t) =
        !![1, (t : ℂ); (t : ℂ), (t : ℂ) ^ 2 + 1] := by
      ext i j
      fin_cases i <;> fin_cases j <;>
        simp [overlap, shearBasis, Fin.sum_univ_two, PiLp.inner_apply]
      ring
    have hD : overlap (shearBasis t) ![0, !₂[1, 0]] = !![0, 1; 0, (t : ℂ)] := by
      ext i j
      fin_cases i <;> fin_cases j <;>
        simp [overlap, shearBasis, Fin.sum_univ_two, PiLp.inner_apply]
    rw [MovingBasisEq, hS, hD]
    ext j
    fin_cases j <;> simp [Matrix.mulVec, dotProduct, Fin.sum_univ_two] <;> ring

end

end MovingBasis
```

## A swapped derivative that the norm does not reveal

In the definition of $D$ the derivative belongs on the right-hand vector. Putting it on the left gives $\langle\chi_j',\chi_k\rangle$, which is $D^\dagger$. A test of norm conservation will not catch the swap: $S'=D+D^\dagger$ is symmetric in the two matrices, so the calculation by hand still gives a constant $c^*Sc$ when $D^\dagger$ replaces $D$ in the equation of motion.

The dynamics is nevertheless wrong in general, although the swap is harmless when $D$ is Hermitian. In the shearing basis with $c=(-t,1)$, one finds $D^\dagger c=0$ and $Hc=0$, so the swapped equation gives $c'=0$ at that instant instead of $(-1,0)$. The state $(0,1)$ then acquires the velocity $(1,0)$: the basis drags it sideways, at right angles to itself, and its norm does not respond. The residual $i\Psi'-A\Psi$ does expose the error, because its inner product with $\chi_0$ is $i$ and not zero.

```lean
#print axioms MovingBasis.movingBasisEq_iff_residual
-- 'MovingBasis.movingBasisEq_iff_residual' depends on axioms: [propext, Classical.choice, Quot.sound]
#print axioms MovingBasis.norm_conserved
-- 'MovingBasis.norm_conserved' depends on axioms: [propext, Classical.choice, Quot.sound]
#print axioms MovingBasis.drift_without_coupling
-- 'MovingBasis.drift_without_coupling' depends on axioms: [propext, Classical.choice, Quot.sound]
```
